# Pair short-range order of n species: n(n−1)/2 free parameters per shell and at most n−1 chemical modes

The short-range order of one coordination shell, in an alloy whose n species have concentrations c_i > 0, is represented here by any real symmetric n×n matrix α that obeys ∑_j c_j α_ij = 0 for every i, whether or not the pair probabilities it implies lie between 0 and 1. This choice makes the parameters a vector space, so that counting them becomes a question of dimension.

```lean
import Mathlib

open Matrix

namespace ShortRangeOrderModes

noncomputable section

variable {n : ℕ}

/-- The space of short-range-order parameters at composition `c`: real symmetric matrices
`α` that obey the sum rule `∑ j, c j * α i j = 0` for every species `i`. -/
def sroSpace (c : Fin n → ℝ) : Submodule ℝ (Matrix (Fin n) (Fin n) ℝ) where
  carrier := {α | (∀ i j, α i j = α j i) ∧ ∀ i, ∑ j, c j * α i j = 0}
  zero_mem' := by simp
  add_mem' := by
    rintro α β ⟨ha, ha'⟩ ⟨hb, hb'⟩
    refine ⟨fun i j => ?_, fun i => ?_⟩
    · simp only [Matrix.add_apply]
      rw [ha i j, hb i j]
    · simp only [Matrix.add_apply, mul_add, Finset.sum_add_distrib, ha' i, hb' i, add_zero]
  smul_mem' := by
    rintro r α ⟨ha, ha'⟩
    refine ⟨fun i j => ?_, fun i => ?_⟩
    · simp only [Matrix.smul_apply]
      rw [ha i j]
    · have h : ∑ j, c j * (r • α) i j = r * ∑ j, c j * α i j := by
        rw [Finset.mul_sum]
        refine Finset.sum_congr rfl fun j _ => ?_
        simp only [Matrix.smul_apply, smul_eq_mul]
        ring
      rw [h, ha' i, mul_zero]

/-- The pairs of distinct species, each listed once as `i < j`. -/
abbrev SpeciesPair (n : ℕ) := {p : Fin n × Fin n // p.1 < p.2}

/-- The linear map that reads off the parameters `α i j` with `i < j`. -/
def offDiagonal (c : Fin n → ℝ) : sroSpace c →ₗ[ℝ] (SpeciesPair n → ℝ) where
  toFun α p := α.1 p.1.1 p.1.2
  map_add' _ _ := rfl
  map_smul' _ _ := rfl

/-- The symmetric matrix with zero diagonal whose entries are the given pair values. -/
def pairEntry (w : SpeciesPair n → ℝ) (i j : Fin n) : ℝ :=
  if h : i < j then w ⟨(i, j), h⟩ else if h : j < i then w ⟨(j, i), h⟩ else 0

/-- The pair values completed by the diagonal that the sum rule demands, for non-zero
concentrations `c i`. -/
def completion (c : Fin n → ℝ) (w : SpeciesPair n → ℝ) : Matrix (Fin n) (Fin n) ℝ :=
  Matrix.of fun i j =>
    pairEntry w i j - if i = j then (∑ k, c k * pairEntry w i k) / c i else 0

/-- For positive concentrations, the completion of any pair values is symmetric and obeys
the sum rule. -/
theorem completion_mem {c : Fin n → ℝ} (hc : ∀ i, 0 < c i) (w : SpeciesPair n → ℝ) :
    completion c w ∈ sroSpace c := by
  refine ⟨fun i j => ?_, fun i => ?_⟩
  · rcases lt_trichotomy i j with h | h | h
    · simp [completion, pairEntry, h, lt_asymm h, h.ne, h.ne']
    · rw [h]
    · simp [completion, pairEntry, h, lt_asymm h, h.ne, h.ne']
  · -- the diagonal term cancels the off-diagonal sum
    simp only [completion, Matrix.of_apply, mul_sub, Finset.sum_sub_distrib, mul_ite,
      mul_zero, Finset.sum_ite_eq, Finset.mem_univ, if_true]
    rw [← mul_div_assoc, mul_div_cancel_left₀ _ (hc i).ne', sub_self]

/-- For positive concentrations, the parameters with `i < j` are free coordinates: each
choice of their values belongs to exactly one matrix in the space. -/
theorem offDiagonal_bijective {c : Fin n → ℝ} (hc : ∀ i, 0 < c i) :
    Function.Bijective (offDiagonal c) := by
  constructor
  · rw [injective_iff_map_eq_zero]
    intro α h0
    have hlt : ∀ i j, i < j → α.1 i j = 0 := fun i j h => congrFun h0 ⟨(i, j), h⟩
    have hne : ∀ i j, i ≠ j → α.1 i j = 0 := by
      intro i j h
      rcases lt_or_gt_of_ne h with h | h
      · exact hlt i j h
      · rw [α.2.1 i j]
        exact hlt j i h
    apply Subtype.ext
    ext i j
    change α.1 i j = 0
    by_cases h : i = j
    · -- only the diagonal term survives in the sum rule
      subst h
      have hs := α.2.2 i
      rw [Finset.sum_eq_single i (fun k _ hk => by rw [hne i k hk.symm, mul_zero])
        (fun hi => absurd (Finset.mem_univ i) hi)] at hs
      exact (mul_eq_zero.mp hs).resolve_left (hc i).ne'
    · exact hne i j h
  · intro w
    refine ⟨⟨completion c w, completion_mem hc w⟩, ?_⟩
    funext p
    obtain ⟨⟨i, j⟩, h⟩ := p
    have h' : i < j := h
    change completion c w i j = w ⟨(i, j), h⟩
    simp [completion, pairEntry, h', h'.ne]

/-- There are `n (n - 1) / 2` pairs of distinct species. -/
theorem card_speciesPair (n : ℕ) : Fintype.card (SpeciesPair n) = n * (n - 1) / 2 := by
  let e : SpeciesPair n ≃ (Σ j : Fin n, Fin (j : ℕ)) :=
    { toFun := fun p => ⟨p.1.2, ⟨p.1.1, p.2⟩⟩
      invFun := fun q => ⟨(⟨q.2, q.2.2.trans q.1.2⟩, q.1), q.2.2⟩
      left_inv := fun _ => rfl
      right_inv := fun _ => rfl }
  rw [Fintype.card_congr e, Fintype.card_sigma]
  simp only [Fintype.card_fin]
  rw [Fin.sum_univ_eq_sum_range (fun i => i) n, Finset.sum_range_id]

/-- For positive concentrations of `n` species, the space of short-range-order parameters
has dimension `n (n - 1) / 2`. -/
theorem finrank_sroSpace {c : Fin n → ℝ} (hc : ∀ i, 0 < c i) :
    Module.finrank ℝ (sroSpace c) = n * (n - 1) / 2 := by
  rw [(LinearEquiv.ofBijective (offDiagonal c) (offDiagonal_bijective hc)).finrank_eq,
    Module.finrank_fintype_fun_eq_card, card_speciesPair]

/-- The vector of square roots of the concentrations. -/
def sqrtComposition (c : Fin n → ℝ) : Fin n → ℝ := fun i => √(c i)

/-- The rescaled matrix `√(c i) * α i j * √(c j)`, whose rank is the number of chemical
modes. -/
def modeMatrix (c : Fin n → ℝ) (α : Matrix (Fin n) (Fin n) ℝ) : Matrix (Fin n) (Fin n) ℝ :=
  Matrix.of fun i j => √(c i) * α i j * √(c j)

/-- For positive concentrations and `α` in the space of short-range-order parameters, the
mode matrix is symmetric and annihilates the vector of square roots of concentrations. -/
theorem modeMatrix_symm_and_null {c : Fin n → ℝ} (hc : ∀ i, 0 < c i)
    {α : Matrix (Fin n) (Fin n) ℝ} (hα : α ∈ sroSpace c) :
    (modeMatrix c α).IsSymm ∧ modeMatrix c α *ᵥ sqrtComposition c = 0 := by
  constructor
  · ext i j
    simp only [Matrix.transpose_apply, modeMatrix, Matrix.of_apply]
    rw [hα.1 j i]
    ring
  · funext i
    change ∑ j, √(c i) * α i j * √(c j) * √(c j) = 0
    have h : ∑ j, √(c i) * α i j * √(c j) * √(c j) = √(c i) * ∑ j, c j * α i j := by
      rw [Finset.mul_sum]
      refine Finset.sum_congr rfl fun j _ => ?_
      linear_combination (√(c i) * α i j) * Real.mul_self_sqrt (hc j).le
    rw [h, hα.2 i, mul_zero]

/-- For `n ≥ 1` species with positive concentrations, every `α` in the space of short-range-order
parameters has at most `n - 1` chemical modes. -/
theorem rank_modeMatrix_le (hn : 0 < n) {c : Fin n → ℝ} (hc : ∀ i, 0 < c i)
    {α : Matrix (Fin n) (Fin n) ℝ} (hα : α ∈ sroSpace c) :
    (modeMatrix c α).rank + 1 ≤ n := by
  have hker : LinearMap.ker (modeMatrix c α).mulVecLin ≠ ⊥ := by
    intro hbot
    have hs : sqrtComposition c ∈ LinearMap.ker (modeMatrix c α).mulVecLin := by
      rw [LinearMap.mem_ker, Matrix.mulVecLin_apply]
      exact (modeMatrix_symm_and_null hc hα).2
    rw [hbot, Submodule.mem_bot] at hs
    exact (Real.sqrt_pos.mpr (hc ⟨0, hn⟩)).ne' (congrFun hs ⟨0, hn⟩)
  -- rank-nullity with a kernel of dimension at least one
  have hk := Submodule.one_le_finrank_iff.mpr hker
  have h := (modeMatrix c α).mulVecLin.finrank_range_add_finrank_ker
  rw [Module.finrank_fin_fun] at h
  unfold Matrix.rank
  omega

/-- For positive concentrations and `α` in the space of short-range-order parameters, every
eigenvector of the mode matrix with non-zero eigenvalue is orthogonal to the vector of square roots
of concentrations. -/
theorem mode_orthogonal {c : Fin n → ℝ} (hc : ∀ i, 0 < c i)
    {α : Matrix (Fin n) (Fin n) ℝ} (hα : α ∈ sroSpace c) {v : Fin n → ℝ} {μ : ℝ}
    (hμ : μ ≠ 0) (hv : modeMatrix c α *ᵥ v = μ • v) : sqrtComposition c ⬝ᵥ v = 0 := by
  obtain ⟨hsymm, hnull⟩ := modeMatrix_symm_and_null hc hα
  have h : sqrtComposition c ⬝ᵥ (modeMatrix c α *ᵥ v) = 0 := by
    rw [Matrix.dotProduct_mulVec, ← Matrix.mulVec_transpose, hsymm.eq, hnull,
      zero_dotProduct]
  rw [hv, dotProduct_smul, smul_eq_mul] at h
  exact (mul_eq_zero.mp h).resolve_left hμ

/-- The parameters `α i j = 1 - δ i j / c i` of a fully segregated alloy, for non-zero
concentrations `c i`. -/
def segregated (c : Fin n → ℝ) : Matrix (Fin n) (Fin n) ℝ :=
  Matrix.of fun i j => 1 - if i = j then 1 / c i else 0

/-- For positive concentrations that add up to one, the fully segregated alloy obeys the
sum rule and has exactly `n - 1` chemical modes. -/
theorem segregated_rank {c : Fin n → ℝ} (hc : ∀ i, 0 < c i) (hsum : ∑ i, c i = 1) :
    segregated c ∈ sroSpace c ∧ (modeMatrix c (segregated c)).rank + 1 = n := by
  have hmem : segregated c ∈ sroSpace c := by
    refine ⟨fun i j => ?_, fun i => ?_⟩
    · by_cases h : i = j
      · rw [h]
      · simp only [segregated, Matrix.of_apply, if_neg h, if_neg (Ne.symm h)]
    · simp only [segregated, Matrix.of_apply, mul_sub, mul_one, Finset.sum_sub_distrib,
        mul_ite, mul_zero, Finset.sum_ite_eq, Finset.mem_univ, if_true, hsum]
      rw [mul_one_div_cancel (hc i).ne', sub_self]
  have hn : 0 < n := by
    rcases Nat.eq_zero_or_pos n with h | h
    · subst h
      simp at hsum
    · exact h
  -- the identity is a rank-one matrix minus the mode matrix
  have hdec : vecMulVec (sqrtComposition c) (sqrtComposition c)
      - modeMatrix c (segregated c) = 1 := by
    ext i j
    simp only [Matrix.sub_apply, Matrix.vecMulVec_apply, Matrix.one_apply,
      modeMatrix, segregated, sqrtComposition, Matrix.of_apply]
    by_cases h : i = j
    · subst h
      simp only [if_true]
      linear_combination mul_one_div_cancel (hc i).ne'
        + (1 / c i) * Real.mul_self_sqrt (hc i).le
    · simp only [if_neg h]
      ring
  -- hence every null vector is a multiple of the vector of square roots
  have hle : LinearMap.ker (modeMatrix c (segregated c)).mulVecLin
      ≤ Submodule.span ℝ {sqrtComposition c} := by
    intro v hv
    rw [LinearMap.mem_ker, Matrix.mulVecLin_apply] at hv
    have h : (vecMulVec (sqrtComposition c) (sqrtComposition c)
        - modeMatrix c (segregated c)) *ᵥ v = v := by
      rw [hdec, Matrix.one_mulVec]
    rw [Matrix.sub_mulVec, hv, sub_zero] at h
    refine Submodule.mem_span_singleton.mpr ⟨sqrtComposition c ⬝ᵥ v, Eq.trans ?_ h⟩
    funext i
    change (∑ j, sqrtComposition c j * v j) * sqrtComposition c i
      = ∑ j, sqrtComposition c i * sqrtComposition c j * v j
    rw [Finset.sum_mul]
    refine Finset.sum_congr rfl fun j _ => ?_
    ring
  have hs : sqrtComposition c ≠ 0 := fun h =>
    (Real.sqrt_pos.mpr (hc ⟨0, hn⟩)).ne' (congrFun h ⟨0, hn⟩)
  have h1 := Submodule.finrank_mono hle
  rw [finrank_span_singleton hs] at h1
  have h2 := (modeMatrix c (segregated c)).mulVecLin.finrank_range_add_finrank_ker
  rw [Module.finrank_fin_fun] at h2
  have h3 := rank_modeMatrix_le hn hc hmem
  refine ⟨hmem, ?_⟩
  unfold Matrix.rank at h3 ⊢
  omega

end

end ShortRangeOrderModes
```

```lean
#print axioms ShortRangeOrderModes.finrank_sroSpace
-- 'ShortRangeOrderModes.finrank_sroSpace' depends on axioms: [propext, Classical.choice, Quot.sound]
#print axioms ShortRangeOrderModes.rank_modeMatrix_le
-- 'ShortRangeOrderModes.rank_modeMatrix_le' depends on axioms: [propext, Classical.choice, Quot.sound]
#print axioms ShortRangeOrderModes.mode_orthogonal
-- 'ShortRangeOrderModes.mode_orthogonal' depends on axioms: [propext, Classical.choice, Quot.sound]
#print axioms ShortRangeOrderModes.segregated_rank
-- 'ShortRangeOrderModes.segregated_rank' depends on axioms: [propext, Classical.choice, Quot.sound]
```

## Pair probabilities behind the sum rule

Let P_ij be the probability that a pair of sites in the chosen shell carries species i on its first site and species j on its second. The Warren–Cowley convention used here is

P_ij = c_i c_j (1 − α_ij),

with the diagonal entries α_ii defined by the same formula. A random alloy has α = 0. Each pair of the shell is counted in both orders, so P_ij = P_ji and α is symmetric. Every site is taken to have the same number of neighbours in the shell, so summing over the species on the second site returns the overall concentration of the species on the first, ∑_j P_ij = c_i. With ∑_j c_j = 1 this becomes

∑_j c_j α_ij = 0.

These two conditions define `sroSpace c`, a submodule of the real matrices indexed by `Fin n`, so the species are numbered 0 to n−1. The hypothesis `hc : ∀ i, 0 < c i` says that every species is present. The normalisation ∑_i c_i = 1 is assumed only in `segregated_rank`; the other theorems hold for any positive c.

The second object is `modeMatrix c α`, with entries

M_ij = √c_i α_ij √c_j.

Since P_ij − c_i c_j = −c_i c_j α_ij, M is minus the pair covariance of the site occupations, divided by √(c_i c_j). The number of chemical modes is defined as the rank of M. For a real symmetric matrix this is the number of non-zero eigenvalues, counted with multiplicity.

The model contains no lattice, no energies and no temperature. It does not impose α_ij ≤ 1, which P_ij ≥ 0 would require, and it does not ask whether an atomic arrangement with the given α exists. For someone setting short-range-order targets for a quasirandom structure, or reading them from a Monte Carlo run, the dimension count says how many numbers fix the pair statistics of a single shell at given composition; correlations of three or more sites are not described.

## The entries with i < j as coordinates

Separating the diagonal term in the sum rule gives

α_ii = −(1/c_i) ∑_{j≠i} c_j α_ij.

The off-diagonal entries therefore determine the diagonal, and by symmetry the entries with i < j determine everything. Conversely, take any real values w_ij for i < j, extend them by w_ji = w_ij and w_ii = 0, and set

α_ij = w_ij − δ_ij (∑_k c_k w_ik)/c_i.

This matrix is symmetric, and

∑_j c_j α_ij = ∑_j c_j w_ij − c_i (∑_k c_k w_ik)/c_i = 0.

Every choice of pair values thus belongs to exactly one α, which is the content of `offDiagonal_bijective`. The map `offDiagonal c` reads off the entries, `pairEntry` is the symmetric extension of w, and `completion` adds the diagonal. The theorem `completion_mem` checks symmetry by comparing i with j, and then the cancellation above.

For injectivity, the Lean proof uses linearity: it suffices that an α whose entries with i < j all vanish is zero. Symmetry removes the entries with i > j. The sum rule then reduces to c_i α_ii = 0, and c_i > 0 gives α_ii = 0. Surjectivity is the completion.

To count the pairs, group them by their larger index j. There are j smaller indices, so the total is

0 + 1 + … + (n−1) = n(n−1)/2.

The equivalence `e` in `card_speciesPair` is this grouping. `finrank_sroSpace` transfers the count to the dimension through the linear bijection. The division in its statement is division of natural numbers, which is exact here because n(n−1) is even.

## One null vector, hence at most n−1 modes

Let s be the vector with components s_i = √c_i, called `sqrtComposition c`. Its length is √(∑_i c_i), so it is a unit vector when the concentrations add up to one. The matrix M is symmetric because α is, and

(M s)_i = ∑_j √c_i α_ij √c_j √c_j = √c_i ∑_j c_j α_ij = 0.

Both facts are in `modeMatrix_symm_and_null`, where √c_j √c_j = c_j is the step that uses the sign of c_j. Physically, s stands for the total occupation of a site. That total is always one, so it does not fluctuate and cannot correlate with anything.

For n ≥ 1 the vector s is non-zero, so the kernel of M has dimension at least one. Rank-nullity reads

rank M + dim ker M = n,

and therefore rank M + 1 ≤ n. `rank_modeMatrix_le` states the bound in this form, with `hn : 0 < n` as a hypothesis. Its proof first shows that the kernel is not trivial, since otherwise s would be zero, and then lets `omega` combine the two dimension statements.

The modes themselves avoid the direction s. If M v = μ v with μ ≠ 0, symmetry gives

μ (s · v) = s · (M v) = (M s) · v = 0,

so s · v = 0. This is `mode_orthogonal`, and its Lean proof moves M from one side of the dot product to the other in the same way.

## A segregated alloy has all n−1 modes

When the species separate into large pure regions and the pairs across interfaces are neglected, both sites of a pair carry the same species. Then P_ij = c_i δ_ij, and

α_ij = 1 − δ_ij/c_i.

This is `segregated c`. It is symmetric, and ∑_j c_j α_ij = ∑_j c_j − 1 = 0 when the concentrations add up to one. Its mode matrix is

M_ij = s_i s_j − δ_ij.

If M v = 0, then v_i = s_i (s · v), so v is a multiple of s. The kernel has dimension at most one and the rank is at least n−1. Together with the upper bound this gives exactly n−1 modes, each with eigenvalue −1.

In `segregated_rank`, the step `hdec` is the matrix identity, written as the rank-one matrix minus M equals the identity. The step `hle` places the kernel inside the line spanned by s. Rank-nullity and `rank_modeMatrix_le` then supply the two inequalities. The theorem concludes both that the segregated matrix lies in the space and that its rank plus one equals n. The bound n−1 is therefore attained at every normalised composition with positive concentrations.

## From one species to a binary alloy, and from one shell to many

With a single species the sum rule reads c_0 α_00 = 0, so α = 0: there are no free parameters and no modes.

With two species there is one free parameter, a = α_01. The diagonal entries are α_00 = −a c_1/c_0 and α_11 = −a c_0/c_1, and the mode matrix becomes

M_ij = −a t_i t_j, with t = (√c_1, −√c_0).

For c_0 + c_1 = 1 the vector t has unit length, and the only eigenvalue that can differ from zero is −a. A binary alloy thus has one chemical mode in the shell when a ≠ 0, and none when a = 0.

The argument also carries over to several shells, a step taken here in prose and not in the Lean file. If each site separation R has a matrix α(R) in the space, then so does any finite real combination, such as

α(k) = ∑_R α(R) cos(k · R)

over finitely many separations R at a wavevector k. The same null vector s appears at every k, so for n ≥ 1 the rescaled matrix √c_i α_ij(k) √c_j again has rank at most n−1.
